# The levels of a truncated harmonic oscillator in a linear field g lie no lower than −g²

The theorem `neg_sq_le_level` concerns a single oscillator cut down to its first N levels, with energies 0, 1, 2, … (the zero-point energy left out) and a real field g coupled to a + aᵀ, where a is the truncated lowering operator. It states that every real eigenvalue E of this finite matrix H satisfies E ≥ −g². The attempt completes the square, H + g² = (a + g)ᵀ(a + g), and takes the quadratic form of both sides in an eigenvector v, which is nonzero but need not be normalised. This gives (E + g²) v·v = |(a + g)v|², and since the right side is not negative and v·v is positive, E + g² cannot be negative.

The failing Lean file:

```lean
import Mathlib

open Matrix Filter Topology
open Polynomial (X C evalRingHom eval₂)

namespace NegSqLeLevel

noncomputable section

/-- The real eigenvalues of a real square matrix. -/
def levels {n : Type*} [Fintype n] (A : Matrix n n ℝ) : Set ℝ :=
  {E | ∃ v : n → ℝ, v ≠ 0 ∧ A *ᵥ v = E • v}

/-- The lowering operator on the first `N` oscillator levels, with elements `√n`. -/
def lowering (N : ℕ) : Matrix (Fin N) (Fin N) ℝ :=
  Matrix.of fun i j => if (j : ℕ) = (i : ℕ) + 1 then √((j : ℕ) : ℝ) else 0

/-- The oscillator `diag(0, 1, 2, …)` in a field `g`, truncated to `N` levels. -/
def hamiltonian (N : ℕ) (g : ℝ) : Matrix (Fin N) (Fin N) ℝ :=
  diagonal (fun i : Fin N => ((i : ℕ) : ℝ)) + g • (lowering N + (lowering N)ᵀ)

/-- Completing the square: the truncated Hamiltonian plus `g²` is `(a + g)ᵀ(a + g)`, with `a`
the truncated lowering operator. -/
theorem complete_square (N : ℕ) (g : ℝ) :
    hamiltonian N g + g ^ 2 • (1 : Matrix (Fin N) (Fin N) ℝ)
      = (lowering N + g • 1)ᵀ * (lowering N + g • 1) := by
  have hnum : (lowering N)ᵀ * lowering N = diagonal (fun i : Fin N => ((i : ℕ) : ℝ)) := by
    ext ⟨i, hi⟩ j
    rw [Matrix.mul_apply]
    cases i with
    | zero =>
      rw [Finset.sum_eq_zero]
      · simp [Matrix.diagonal_apply]
      · intro k _
        simp [lowering]
    | succ k =>
      rw [Finset.sum_eq_single ⟨k, by omega⟩]
      · by_cases hj : (j : ℕ) = k + 1
        · have hj' : j = ⟨k + 1, hi⟩ := Fin.ext hj
          subst hj'
          have hs : √((k : ℝ) + 1) * √((k : ℝ) + 1) = k + 1 :=
            Real.mul_self_sqrt (by positivity)
          simp [lowering, hs]
        · have hj' : (⟨k + 1, hi⟩ : Fin N) ≠ j := fun e => hj (by rw [← e])
          simp [lowering, hj, Matrix.diagonal_apply_ne _ hj']
      · intro b _ hb
        have : k ≠ (b : ℕ) := fun e => hb (Fin.ext e.symm)
        simp [lowering, this]
      · simp
  rw [hamiltonian, ← hnum]
  simp only [Matrix.transpose_add, Matrix.transpose_smul, Matrix.transpose_one, add_mul,
    mul_add, smul_mul_assoc, mul_smul_comm, one_mul, mul_one]
  module

/-- Every eigenvalue of the truncated oscillator is at least `-g²`. -/
theorem neg_sq_le_level {N : ℕ} {g E : ℝ} (hE : E ∈ levels (hamiltonian N g)) :
    -g ^ 2 ≤ E := by
  obtain ⟨v, hv, h⟩ := hE
  have hnum : (lowering N)ᵀ * lowering N = Matrix.diagonal (fun i => ((i : ℕ) : ℝ)) := by
    ext ⟨i, hi⟩ j
    rw [Matrix.mul_apply]
    cases i with
    | zero =>
      rw [Finset.sum_eq_zero]
      · simp [Matrix.diagonal_apply]
      · intro k _
        simp [lowering]
    | succ k =>
      rw [Finset.sum_eq_single ⟨k, by omega⟩]
      · by_cases hj : (j : ℕ) = k + 1
        · have hj' : j = ⟨k + 1, hi⟩ := Fin.ext hj
          subst hj'
          have hs : √((k : ℝ) + 1) * √((k : ℝ) + 1) = k + 1 :=
            Real.mul_self_sqrt (by positivity)
          simp [lowering, hs]
        · have hj' : (⟨k + 1, hi⟩ : Fin N) ≠ j := fun e => hj (by rw [← e])
          simp [lowering, hj, Matrix.diagonal_apply_ne _ hj']
      · intro b _ hb
        have : k ≠ (b : ℕ) := fun e => hb (Fin.ext e.symm)
        simp [lowering, this]
      · simp
  -- complete the square
  have hfac : hamiltonian N g + g ^ 2 • (1 : Matrix (Fin N) (Fin N) ℝ)
      = (lowering N + g • 1)ᵀ * (lowering N + g • 1) := by
    rw [hamiltonian, ← hnum]
    simp only [Matrix.transpose_add, Matrix.transpose_smul, Matrix.transpose_one, add_mul,
      mul_add, smul_mul_assoc, mul_smul_comm, one_mul, mul_one]
    module
  have h1 : v ⬝ᵥ ((hamiltonian N g + g ^ 2 • (1 : Matrix (Fin N) (Fin N) ℝ)) *ᵥ v)
      = ((lowering N + g • 1) *ᵥ v) ⬝ᵥ ((lowering N + g • 1) *ᵥ v) := by
    rw [hfac, ← Matrix.mulVec_mulVec, Matrix.dotProduct_mulVec, Matrix.vecMul_transpose]
  rw [Matrix.add_mulVec, h, Matrix.smul_mulVec, Matrix.one_mulVec, ← add_smul,
    dotProduct_smul, smul_eq_mul] at h1
  have h2 : ∀ w : Fin N → ℝ, 0 ≤ w ⬝ᵥ w :=
    fun w => Finset.sum_nonneg fun i _ => mul_self_nonneg (w i)
  have h3 : 0 < v ⬝ᵥ v :=
    lt_of_le_of_ne (h2 v) (Ne.symm (fun e => hv (dotProduct_self_eq_zero.mp e)))
  by_contra hc
  have := mul_neg_of_neg_of_pos (by linarith : E + g ^ 2 < 0) h3
  linarith [h2 ((lowering N + g • 1) *ᵥ v)]

end

end NegSqLeLevel
```

Compiling this gives:

```
Main.lean:59:43: error: Type mismatch
  diagonal fun i => ↑i
has type
  Matrix ℕ ℕ ℝ
but is expected to have type
  Matrix (Fin N) (Fin N) ℝ
```

The error is in the statement of `hnum`, which says that aᵀa is the diagonal matrix of level numbers. In `fun i => ((i : ℕ) : ℝ)` the variable `i` has no declared type, and Lean takes the ascription `(i : ℕ)` as settling it: `i` is a natural number, not an element of `Fin N` to be converted to one. The diagonal matrix is then indexed by all of ℕ, with type `Matrix ℕ ℕ ℝ`, and cannot be equated with the N × N product on the left.

The repair deletes this `hnum` and also `hfac`, the completed square that was derived from it. The earlier theorem `complete_square` states the same identity as `hfac`, and its own `hnum` has the binder written `fun i : Fin N`, so that `(i : ℕ)` there is a conversion and the matrix has the right size. Rewriting with `complete_square` in `h1` therefore supplies what `hfac` was to supply. Writing the binder type into the failing line would have cured the mismatch too; dropping the repeated proof is tidying, as is the new line break in the `rw`.

This version goes through:

```diff
@@ -57,37 +57,8 @@
     -g ^ 2 ≤ E := by
   obtain ⟨v, hv, h⟩ := hE
-  have hnum : (lowering N)ᵀ * lowering N = Matrix.diagonal (fun i => ((i : ℕ) : ℝ)) := by
-    ext ⟨i, hi⟩ j
-    rw [Matrix.mul_apply]
-    cases i with
-    | zero =>
-      rw [Finset.sum_eq_zero]
-      · simp [Matrix.diagonal_apply]
-      · intro k _
-        simp [lowering]
-    | succ k =>
-      rw [Finset.sum_eq_single ⟨k, by omega⟩]
-      · by_cases hj : (j : ℕ) = k + 1
-        · have hj' : j = ⟨k + 1, hi⟩ := Fin.ext hj
-          subst hj'
-          have hs : √((k : ℝ) + 1) * √((k : ℝ) + 1) = k + 1 :=
-            Real.mul_self_sqrt (by positivity)
-          simp [lowering, hs]
-        · have hj' : (⟨k + 1, hi⟩ : Fin N) ≠ j := fun e => hj (by rw [← e])
-          simp [lowering, hj, Matrix.diagonal_apply_ne _ hj']
-      · intro b _ hb
-        have : k ≠ (b : ℕ) := fun e => hb (Fin.ext e.symm)
-        simp [lowering, this]
-      · simp
-  -- complete the square
-  have hfac : hamiltonian N g + g ^ 2 • (1 : Matrix (Fin N) (Fin N) ℝ)
-      = (lowering N + g • 1)ᵀ * (lowering N + g • 1) := by
-    rw [hamiltonian, ← hnum]
-    simp only [Matrix.transpose_add, Matrix.transpose_smul, Matrix.transpose_one, add_mul,
-      mul_add, smul_mul_assoc, mul_smul_comm, one_mul, mul_one]
-    module
   have h1 : v ⬝ᵥ ((hamiltonian N g + g ^ 2 • (1 : Matrix (Fin N) (Fin N) ℝ)) *ᵥ v)
       = ((lowering N + g • 1) *ᵥ v) ⬝ᵥ ((lowering N + g • 1) *ᵥ v) := by
-    rw [hfac, ← Matrix.mulVec_mulVec, Matrix.dotProduct_mulVec, Matrix.vecMul_transpose]
+    rw [complete_square, ← Matrix.mulVec_mulVec, Matrix.dotProduct_mulVec,
+      Matrix.vecMul_transpose]
   rw [Matrix.add_mulVec, h, Matrix.smul_mulVec, Matrix.one_mulVec, ← add_smul,
     dotProduct_smul, smul_eq_mul] at h1
```
